# Vanishing off-peak autocorrelation of a ±1 sequence on a ring of N ≥ 2 sites forces N = (2k)²

To imitate an uncorrelated equiatomic binary alloy or a fully disordered Ising configuration of zero mean spin in a periodic cell (for independent labels with mean μ the expected correlation per site at a nonzero separation is μ², which is zero only for μ = 0), one may look for labels ±1 on the sites whose pair correlation vanishes at every nonzero separation. On a ring of 6 or 10 sites, or in a 3×3×3 cell of 27 sites, a search through all arrangements returns nothing. The obstruction is arithmetic: with one two-valued label per lattice point and at least two points, the number of sites must be the square of an even integer.

## The cell, the sequence and its correlation

The sites of a Born-von Karman cell are identified with its translations, a finite abelian group G with N elements (`Fintype.card G`). A ring is `ZMod N`, and a cell in several dimensions is a product of rings. There is one site per primitive cell, with no further basis.

```lean
import Mathlib

open Finset ComplexConjugate

namespace BinaryAutocorrelation

variable {G : Type*} [AddCommGroup G] [Fintype G]
```

A sequence f assigns an integer to each site x, and it is binary if f(x) = ±1, for two species or two spin directions.

```lean
/-- A sequence on the sites of a periodic cell is binary if it takes only the values `±1`. -/
def IsBinary {X : Type*} (f : X → ℤ) : Prop := ∀ x, f x = 1 ∨ f x = -1
```

The periodic autocorrelation at shift r is

C(r) = Σₓ f(x) f(x + r),

with x + r wrapping around the cell. It is a plain sum, so the correlation per site is C(r)/N.

```lean
/-- The periodic autocorrelation `C(r) = ∑ₓ f(x) f(x + r)` over the cell. -/
def autocorr (f : G → ℤ) (r : G) : ℤ := ∑ x, f x * f (x + r)
```

The sequence is perfect if C(r) = 0 for all r ≠ 0, exactly and at every distance.

```lean
/-- A sequence is perfect if its periodic autocorrelation vanishes at every nonzero shift. -/
def IsPerfect (f : G → ℤ) : Prop := ∀ r, r ≠ 0 → autocorr f r = 0
```

A Bloch phase is a map ψ from G to ℂ with ψ(0) = 1 and ψ(x + y) = ψ(x)ψ(y), the type `AddChar G ℂ`; on a ring, ψ(x) = exp(2πi nx/N) with integer n is such a map. The unnormalised amplitude is

F(ψ) = Σₓ f(x) ψ(x).

```lean
/-- The discrete Fourier amplitude `∑ₓ f(x) ψ(x)` for a Bloch phase `ψ`, a character of the
translation group of the cell. -/
noncomputable def amplitude (f : G → ℤ) (ψ : AddChar G ℂ) : ℂ := ∑ x, (f x : ℂ) * ψ x
```

The example used at the end is (+,+,+,−) on sites 0, 1, 2, 3, with the minus sign on site 3.

```lean
/-- The four-site sequence `(+, +, +, -)`. -/
def fourSite : ZMod 4 → ℤ := fun x => if x = 3 then -1 else 1
```

## The peak and the residue modulo 4

For binary f every term of C(0) is f(x)² = 1, so C(0) = N.

```lean
/-- At zero shift the autocorrelation of a binary sequence is the number of sites. -/
theorem autocorr_zero {f : G → ℤ} (hf : IsBinary f) :
    autocorr f 0 = Fintype.card G := by
  have h : ∀ x, f x * f (x + 0) = 1 := by
    intro x
    rcases hf x with h | h <;> simp [h]
  unfold autocorr
  rw [Finset.sum_congr rfl (fun x _ => h x)]
  simp
```

Write S = Σₓ f(x). Shifting all sites by r permutes them, so Σₓ f(x + r) = S (`hshift`). Expanding the product (`hexp`) and summing gives `key`:

Σₓ (f(x) − 1)(f(x + r) + 1) = C(r) + S − S − N = C(r) − N.

A term vanishes unless f(x) = −1 and f(x + r) = +1, where it equals (−2)(2) = −4; the final `rcases` runs through the four sign combinations. Hence C(r) ≡ N (mod 4) for every r, which Lean writes with `[ZMOD 4]`.

```lean
/-- Every autocorrelation of a binary sequence is congruent to the number of sites modulo 4. -/
theorem autocorr_modEq {f : G → ℤ} (hf : IsBinary f) (r : G) :
    autocorr f r ≡ Fintype.card G [ZMOD 4] := by
  -- the cell sum is translation invariant
  have hshift : ∑ x, f (x + r) = ∑ x, f x :=
    Fintype.sum_equiv (Equiv.addRight r) _ _ (fun _ => by simp)
  have hexp : ∀ x, (f x - 1) * (f (x + r) + 1) = f x * f (x + r) + f x - f (x + r) - 1 := by
    intro x
    ring
  have key : autocorr f r - Fintype.card G = ∑ x, (f x - 1) * (f (x + r) + 1) := by
    simp only [hexp, Finset.sum_sub_distrib, Finset.sum_add_distrib, hshift, autocorr,
      Finset.sum_const, Finset.card_univ, nsmul_eq_mul, mul_one]
    ring
  refine (Int.modEq_iff_dvd.2 ?_).symm
  rw [key]
  -- each term is 0 or -4
  refine Finset.dvd_sum fun x _ => ?_
  rcases hf x with h | h <;> rcases hf (x + r) with h' | h' <;> rw [h, h'] <;>
    decide
```

## The sum rule and the allowed cell sizes

For any integer sequence, exchange the two sums (`Finset.sum_comm`) and note that x + r runs once over the cell at fixed x:

Σᵣ C(r) = Σₓ f(x) Σᵣ f(x + r) = S².

```lean
/-- Sum rule: the autocorrelations summed over all shifts give the square of the sum of the
sequence. -/
theorem sum_autocorr (f : G → ℤ) : ∑ r, autocorr f r = (∑ x, f x) ^ 2 := by
  have h : ∀ x, ∑ r, f (x + r) = ∑ y, f y := fun x =>
    Fintype.sum_equiv (Equiv.addLeft x) _ _ (fun _ => by simp)
  unfold autocorr
  rw [Finset.sum_comm]
  simp only [← Finset.mul_sum, h, ← Finset.sum_mul]
  ring
```

Suppose f is binary and all N − 1 off-peak values equal an integer c. Subtracting c from every term leaves only r = 0:

S² − Nc = N − c, so S² = N + (N − 1)c.

```lean
/-- If a binary sequence on `N` sites has the same autocorrelation `c` at every nonzero shift,
the square of its sum is `N + (N - 1) c`. -/
theorem two_level_sum_sq {f : G → ℤ} (hf : IsBinary f) {c : ℤ}
    (hc : ∀ r, r ≠ 0 → autocorr f r = c) :
    (∑ x, f x) ^ 2 = Fintype.card G + ((Fintype.card G : ℤ) - 1) * c := by
  -- after subtracting c only the peak at r = 0 survives
  have h : ∑ r, (autocorr f r - c) = autocorr f 0 - c := by
    refine Finset.sum_eq_single 0 ?_ ?_
    · intro r _ hr
      rw [hc r hr, sub_self]
    · intro h0
      exact absurd (Finset.mem_univ _) h0
  rw [Finset.sum_sub_distrib, sum_autocorr, autocorr_zero hf] at h
  simp only [Finset.sum_const, Finset.card_univ, nsmul_eq_mul] at h
  linear_combination h
```

For a perfect sequence c = 0 and S² = N. If N ≥ 2 a shift r ≠ 0 exists (`exists_ne`), and there 0 ≡ N (mod 4). Thus N = 4m for an integer m, S² is even, and so is S (`Int.even_pow`). A perfect arrangement therefore has unequal numbers of the two labels, with mean S/N = ±1/√N.

```lean
/-- For a perfect binary sequence on a cell with at least two sites, the sum of the sequence is
even and its square is the number of sites. -/
theorem perfect_card_eq_even_sq {f : G → ℤ} (hf : IsBinary f) (hp : IsPerfect f)
    (hG : 2 ≤ Fintype.card G) :
    Even (∑ x, f x) ∧ (Fintype.card G : ℤ) = (∑ x, f x) ^ 2 := by
  have hS : (Fintype.card G : ℤ) = (∑ x, f x) ^ 2 := by
    have h := two_level_sum_sq hf (c := 0) hp
    linear_combination -h
  refine ⟨?_, hS⟩
  -- a nonzero shift exists, and there 0 ≡ N (mod 4)
  have : Nontrivial G := Fintype.one_lt_card_iff_nontrivial.1 (by omega)
  obtain ⟨r, hr⟩ := exists_ne (0 : G)
  have h4 := autocorr_modEq hf r
  rw [hp r hr] at h4
  obtain ⟨m, hm⟩ := h4.dvd
  have h2 : Even ((∑ x, f x) ^ 2) := ⟨2 * m, by linarith⟩
  exact (Int.even_pow.1 h2).1
```

On a ring, `ZMod.card` identifies the number of sites with N, and S = 2k for an integer k. The instance `NeZero N` demands N ≥ 1, since `ZMod 0` is the infinite chain ℤ. The theorem states the congruence for all shifts, and N = (2k)² given N ≥ 2 and perfection. The condition is necessary only: whether rings of 16 or 36 sites carry perfect sequences is not decided by it.

```lean
/-- Binary sequence obstruction on a ring of `N` sites: every autocorrelation is congruent to
`N` modulo 4, and if `N ≥ 2` and the sequence is perfect, `N` is the square of an even integer. -/
theorem ring_obstruction {N : ℕ} [NeZero N] {f : ZMod N → ℤ} (hf : IsBinary f) :
    (∀ r, autocorr f r ≡ N [ZMOD 4]) ∧
      (2 ≤ N → IsPerfect f → ∃ k : ℤ, (N : ℤ) = (2 * k) ^ 2) := by
  constructor
  · intro r
    have h := autocorr_modEq hf r
    rwa [ZMod.card] at h
  · intro hN hp
    obtain ⟨⟨k, hk⟩, hS⟩ := perfect_card_eq_even_sq hf hp (by rwa [ZMod.card])
    rw [ZMod.card, hk] at hS
    exact ⟨k, by rw [hS]; ring⟩
```

Two small cases, argued here in prose alone, show what the hypotheses do. For N = 1 the sequence (+) is perfect because no nonzero shift exists, and 1 is an odd square. Without the binary condition, (1, 0, 0) on three sites has C(1) = C(2) = 0, although 0 is not congruent to 3 modulo 4 and 3 is not a square.

## The flat spectrum

The conjugate phase is ψ(x)* = ψ(−x) (`hc`). Labelling the second site y = x + r and using ψ(−x)ψ(x + r) = ψ(r) (`e`),

|F(ψ)|² = Σₓ Σ_y f(x) f(y) ψ(−x) ψ(y) = Σᵣ C(r) ψ(r).

`Complex.normSq` is the squared modulus. This Wiener-Khinchin relation is a finite identity for one integer sequence, binary or not, with no ensemble average or infinite-volume limit.

```lean
/-- Discrete Wiener-Khinchin relation: the squared modulus of the Fourier amplitude is the
Fourier sum of the periodic autocorrelation. -/
theorem wiener_khinchin (f : G → ℤ) (ψ : AddChar G ℂ) :
    (Complex.normSq (amplitude f ψ) : ℂ) = ∑ r, (autocorr f r : ℂ) * ψ r := by
  have h : ∀ x, conj ((f x : ℂ) * ψ x) * amplitude f ψ
      = ∑ r, (f x : ℂ) * (f (x + r) : ℂ) * ψ r := by
    intro x
    rw [amplitude, Finset.mul_sum]
    symm
    -- write the second site as x + r; the phases combine to ψ r
    refine Fintype.sum_equiv (Equiv.addLeft x) _ _ fun r => ?_
    have hc : conj (ψ x) = ψ (-x) := (AddChar.map_neg_eq_conj ψ x).symm
    have e : ψ (-x) * ψ (x + r) = ψ r := by
      rw [← AddChar.map_add_eq_mul, neg_add_cancel_left]
    show (f x : ℂ) * (f (x + r) : ℂ) * ψ r
      = conj ((f x : ℂ) * ψ x) * ((f (x + r) : ℂ) * ψ (x + r))
    rw [map_mul, map_intCast, hc]
    linear_combination (-((f x : ℂ) * (f (x + r) : ℂ))) * e
  have hA : conj (amplitude f ψ) = ∑ x, conj ((f x : ℂ) * ψ x) := by
    unfold amplitude
    exact map_sum _ _ _
  rw [Complex.normSq_eq_conj_mul_self, hA, Finset.sum_mul]
  simp only [h]
  rw [Finset.sum_comm]
  refine Finset.sum_congr rfl fun r _ => ?_
  simp only [autocorr]
  push_cast
  rw [Finset.sum_mul]
```

For a perfect binary sequence only r = 0 contributes, and ψ(0) = 1:

|F(ψ)|² = N for every ψ.

The structure factor |F(ψ)|²/N then equals 1 at every wave vector commensurate with the finite cell, the zone centre included, where F = S. The implication is proved from perfect to flat, not in reverse.

```lean
/-- A perfect binary sequence has a flat spectrum: the squared modulus of the Fourier amplitude
equals the number of sites for every Bloch phase. -/
theorem perfect_flat_spectrum {f : G → ℤ} (hf : IsBinary f) (hp : IsPerfect f)
    (ψ : AddChar G ℂ) : Complex.normSq (amplitude f ψ) = Fintype.card G := by
  have h : ∑ r, (autocorr f r : ℂ) * ψ r = (autocorr f 0 : ℂ) * ψ 0 := by
    refine Finset.sum_eq_single 0 ?_ ?_
    · intro r _ hr
      simp [hp r hr]
    · intro h0
      exact absurd (Finset.mem_univ _) h0
  have h2 := wiener_khinchin f ψ
  rw [h, autocorr_zero hf, AddChar.map_zero_eq_one, mul_one] at h2
  exact_mod_cast h2
```

## A perfect sequence on four sites

For (+,+,+,−), summing over x = 0, 1, 2, 3,

C(1) = 1 + 1 − 1 − 1 = 0,
C(2) = 1 − 1 + 1 − 1 = 0,
C(3) = −1 + 1 + 1 − 1 = 0,

and S = 2, so N = 4 = (2·1)². The smallest size N ≥ 2 that the obstruction permits is attained; `decide` evaluates the finite sums.

```lean
/-- The sequence `(+, +, +, -)` on a ring of four sites is binary and perfect, with sum 2. -/
theorem perfect_binary_witness :
    IsBinary fourSite ∧ IsPerfect fourSite ∧ ∑ x, fourSite x = 2 := by
  unfold IsBinary IsPerfect autocorr fourSite
  refine ⟨?_, ?_, ?_⟩ <;> decide

end BinaryAutocorrelation
```

```lean
#print axioms BinaryAutocorrelation.ring_obstruction
#print axioms BinaryAutocorrelation.perfect_flat_spectrum
```

```
'BinaryAutocorrelation.ring_obstruction' depends on axioms: [propext, Classical.choice, Quot.sound]
'BinaryAutocorrelation.perfect_flat_spectrum' depends on axioms: [propext, Classical.choice, Quot.sound]
```
